# The level sum of a transverse mode with stability parameter u > 0 is 1/(2 sinh(u/2))

The theorem concerns one transverse mode with a real stability parameter u > 0, whose levels are numbered n = 0, 1, 2, and so on without end. It states that the terms exp(−(n + 1/2)u), summed over all levels, converge to 1/(2 sinh(u/2)). The formula for the terms is given in the statement and is not derived from a Hamiltonian or an equation of motion. The attempt takes the geometric series with ratio exp(−u), multiplies it by exp(−u/2), and then tries to match the terms and the value of that series with those in the statement.

This version doesn't compile in Lean 4 with Mathlib:

```lean
import Mathlib

open Real Set MeasureTheory Topology

namespace TransverseSum

noncomputable section

/-- For a stability parameter `u > 0` the sum over the levels of a transverse mode is
`∑ₙ exp(-(n + 1/2) u) = 1 / (2 sinh(u/2))`. -/
theorem transverse_sum {u : ℝ} (hu : 0 < u) :
    HasSum (fun n : ℕ => exp (-((n : ℝ) + 1 / 2) * u)) (1 / (2 * sinh (u / 2))) := by
  have hr : exp (-u) < 1 := Real.exp_lt_one (by linarith)
  have g := (hasSum_geometric_of_lt_one (exp_pos (-u)).le hr).mul_left (exp (-(u / 2)))
  have hab : exp (-(u / 2)) * exp (u / 2) = 1 := by rw [← Real.exp_add]; simp
  have hbb : exp (-u) = exp (-(u / 2)) * exp (-(u / 2)) := by
    rw [← Real.exp_add]; congr 1; ring
  have key : 1 - exp (-u) = exp (-(u / 2)) * (2 * sinh (u / 2)) := by
    rw [hbb, Real.sinh_eq]
    linear_combination -hab
  convert g using 1
  · funext n
    rw [← Real.exp_nat_mul, ← Real.exp_add]
    congr 1
    ring
  · rw [key, mul_inv, ← mul_assoc, mul_inv_cancel₀ (exp_pos _).ne', one_mul, one_div]

end

end TransverseSum
```

Lean reports:

```
Main.lean:13:28: error(lean.unknownIdentifier): Unknown constant `Real.exp_lt_one`
Main.lean:22:4: error: Tactic `apply` failed: could not unify the conclusion of `@funext`
  ?f = ?g
with the goal
  instAddCommMonoid =
    CommRing.toNonUnitalCommRing.toNonUnitalNonAssocCommRing.toNonUnitalNonAssocSemiring.toAddCommMonoid

Note: The full type of `@funext` is
  ∀ {α : Sort ?u.125} {β : α → Sort ?u.124} {f g : (x : α) → β x}, (∀ (x : α), f x = g x) → f = g

case e'_3
u : ℝ
hu : 0 < u
hr : rexp (-u) < 1
g : HasSum (fun i => rexp (-(u / 2)) * rexp (-u) ^ i) (rexp (-(u / 2)) * (1 - rexp (-u))⁻¹)
hab : rexp (-(u / 2)) * rexp (u / 2) = 1
hbb : rexp (-u) = rexp (-(u / 2)) * rexp (-(u / 2))
key : 1 - rexp (-u) = rexp (-(u / 2)) * (2 * sinh (u / 2))
⊢ instAddCommMonoid =
    CommRing.toNonUnitalCommRing.toNonUnitalNonAssocCommRing.toNonUnitalNonAssocSemiring.toAddCommMonoid
Main.lean:26:8: error: Tactic `rewrite` failed: Did not find an occurrence of the pattern
  1 - rexp (-u)
in the target expression
  (fun n => rexp (-(↑n + 1 / 2) * u)) = fun i => rexp (-(u / 2)) * rexp (-u) ^ i

case e'_5
u : ℝ
hu : 0 < u
hr : rexp (-u) < 1
g : HasSum (fun i => rexp (-(u / 2)) * rexp (-u) ^ i) (rexp (-(u / 2)) * (1 - rexp (-u))⁻¹)
hab : rexp (-(u / 2)) * rexp (u / 2) = 1
hbb : rexp (-u) = rexp (-(u / 2)) * rexp (-(u / 2))
key : 1 - rexp (-u) = rexp (-(u / 2)) * (2 * sinh (u / 2))
⊢ (fun n => rexp (-(↑n + 1 / 2) * u)) = fun i => rexp (-(u / 2)) * rexp (-u) ^ i
Main.lean:12:83: error: unsolved goals
case e'_6
u : ℝ
hu : 0 < u
hr : rexp (-u) < 1
g : HasSum (fun i => rexp (-(u / 2)) * rexp (-u) ^ i) (rexp (-(u / 2)) * (1 - rexp (-u))⁻¹)
hab : rexp (-(u / 2)) * rexp (u / 2) = 1
hbb : rexp (-u) = rexp (-(u / 2)) * rexp (-(u / 2))
key : 1 - rexp (-u) = rexp (-(u / 2)) * (2 * sinh (u / 2))
⊢ 1 / (2 * sinh (u / 2)) = rexp (-(u / 2)) * (1 - rexp (-u))⁻¹
```

Diagnosis. The first message says that the constant `Real.exp_lt_one` does not exist in the Mathlib used. The repair gets exp(−u) < 1 from −u < 0 through `Real.exp_lt_one_iff.2`.

The other three messages have one cause. The proof has two bullets after `convert g using 1`, one for the terms and one for the value, but `convert` left three goals. The extra one came first and asked that two additive monoid structures on the reals be equal. The first bullet met this goal, where `funext` fails because the two sides are not functions. The second bullet met the equation between the terms, which does not contain `1 - rexp (-u)`, so `rw [key]` found nothing to rewrite. The equation between the values had no bullet and stayed unsolved.

The repair states the two intended equations as `hterm` and `hval` and proves them with the same steps as before. After rewriting with both, `exact g` closes the goal, since Lean accepts the two monoid structures as equal by definition.

This version goes through:

```diff
@@ -11,5 +11,5 @@
 theorem transverse_sum {u : ℝ} (hu : 0 < u) :
     HasSum (fun n : ℕ => exp (-((n : ℝ) + 1 / 2) * u)) (1 / (2 * sinh (u / 2))) := by
-  have hr : exp (-u) < 1 := Real.exp_lt_one (by linarith)
+  have hr : exp (-u) < 1 := Real.exp_lt_one_iff.2 (by linarith)
   have g := (hasSum_geometric_of_lt_one (exp_pos (-u)).le hr).mul_left (exp (-(u / 2)))
   have hab : exp (-(u / 2)) * exp (u / 2) = 1 := by rw [← Real.exp_add]; simp
@@ -19,10 +19,14 @@
     rw [hbb, Real.sinh_eq]
     linear_combination -hab
-  convert g using 1
-  · funext n
+  have hterm : (fun n : ℕ => exp (-((n : ℝ) + 1 / 2) * u)) =
+      fun n : ℕ => exp (-(u / 2)) * exp (-u) ^ n := by
+    funext n
     rw [← Real.exp_nat_mul, ← Real.exp_add]
     congr 1
     ring
-  · rw [key, mul_inv, ← mul_assoc, mul_inv_cancel₀ (exp_pos _).ne', one_mul, one_div]
+  have hval : 1 / (2 * sinh (u / 2)) = exp (-(u / 2)) * (1 - exp (-u))⁻¹ := by
+    rw [key, mul_inv, ← mul_assoc, mul_inv_cancel₀ (exp_pos _).ne', one_mul, one_div]
+  rw [hterm, hval]
+  exact g
 
 end
```
